# For real $E\neq 0$, a chiral Hamiltonian with hopping block $B$ has eigenvalue $E$ exactly when $BB^\dagger$ has eigenvalue $E^2$, and its eigenvectors at $E$ weigh both sublattices equally

Two sites joined by a hopping amplitude $t\neq 0$, with no on-site energies, have energies $E=\pm|t|$, so that $E^2=tt^*$, and each normalised eigenstate has probability $1/2$ on each site. The Lean file below proves the corresponding statements for every finite rectangular hopping matrix $B$ and every nonzero real energy $E$.

```lean
import Mathlib

open Matrix

namespace ChiralSquaredSpectrum

noncomputable section

variable {m n : Type*}

/-- The chiral Hamiltonian with blocks `0, B, B†, 0`: hopping only connects
the two sublattices `m` and `n`. -/
def chiralH (B : Matrix m n ℂ) : Matrix (m ⊕ n) (m ⊕ n) ℂ :=
  Matrix.fromBlocks 0 B Bᴴ 0

/-- The number `z` is an eigenvalue of `M`: some nonzero vector satisfies `M ψ = z ψ`. -/
def IsEigenvalue {ι : Type*} [Fintype ι] (M : Matrix ι ι ℂ) (z : ℂ) : Prop :=
  ∃ ψ : ι → ℂ, ψ ≠ 0 ∧ M *ᵥ ψ = z • ψ

/-- The weight of an amplitude vector on its sublattice, that is, its squared norm. -/
def weight {ι : Type*} [Fintype ι] (a : ι → ℂ) : ℝ := ∑ i, ‖a i‖ ^ 2

/-- The inner product of a vector with itself is its weight. -/
theorem star_dot_self {ι : Type*} [Fintype ι] (a : ι → ℂ) :
    star a ⬝ᵥ a = ((weight a : ℝ) : ℂ) := by
  simp only [weight, dotProduct, Pi.star_apply, Complex.ofReal_sum]
  refine Finset.sum_congr rfl fun i _ => ?_
  rw [Complex.star_def, ← Complex.normSq_eq_conj_mul_self, Complex.normSq_eq_norm_sq]

variable [Fintype m] [Fintype n]

/-- The eigenvalue equation of the chiral Hamiltonian is the pair of coupled
sublattice equations `B b = E a` and `B† a = E b`. -/
theorem eigen_iff_coupled (B : Matrix m n ℂ) (E : ℝ) (a : m → ℂ) (b : n → ℂ) :
    chiralH B *ᵥ Sum.elim a b = (E : ℂ) • Sum.elim a b ↔
      B *ᵥ b = (E : ℂ) • a ∧ Bᴴ *ᵥ a = (E : ℂ) • b := by
  rw [chiralH, Matrix.fromBlocks_mulVec]
  simp only [Sum.elim_comp_inl, Sum.elim_comp_inr, Matrix.zero_mulVec, zero_add, add_zero]
  constructor
  · intro h
    exact ⟨funext fun i => congrFun h (Sum.inl i), funext fun j => congrFun h (Sum.inr j)⟩
  · rintro ⟨h1, h2⟩
    funext x
    cases x with
    | inl i => exact congrFun h1 i
    | inr j => exact congrFun h2 j

/-- At nonzero energy, `(a, b)` solves the eigenvalue equation exactly when `a` solves
that of `B B†` at `E²` and `b` is `B† a / E`. -/
theorem eigen_iff_squared (B : Matrix m n ℂ) {E : ℝ} (hE : E ≠ 0) (a : m → ℂ) (b : n → ℂ) :
    chiralH B *ᵥ Sum.elim a b = (E : ℂ) • Sum.elim a b ↔
      (B * Bᴴ) *ᵥ a = (E : ℂ) ^ 2 • a ∧ b = (E : ℂ)⁻¹ • (Bᴴ *ᵥ a) := by
  have hE' : (E : ℂ) ≠ 0 := Complex.ofReal_ne_zero.mpr hE
  rw [eigen_iff_coupled]
  constructor
  · -- eliminate `b` from the coupled equations
    rintro ⟨h1, h2⟩
    constructor
    · rw [← Matrix.mulVec_mulVec, h2, Matrix.mulVec_smul, h1, smul_smul, sq]
    · rw [h2, smul_smul, inv_mul_cancel₀ hE', one_smul]
  · -- rebuild the second sublattice from the first
    rintro ⟨h1, rfl⟩
    constructor
    · have hc : (E : ℂ)⁻¹ * (E : ℂ) ^ 2 = E := by
        rw [sq, ← mul_assoc, inv_mul_cancel₀ hE', one_mul]
      rw [Matrix.mulVec_smul, Matrix.mulVec_mulVec, h1, smul_smul, hc]
    · rw [smul_smul, mul_inv_cancel₀ hE', one_smul]

/-- An eigenvector at nonzero energy has the same weight on both sublattices. -/
theorem weight_eq (B : Matrix m n ℂ) {E : ℝ} (hE : E ≠ 0) {a : m → ℂ} {b : n → ℂ}
    (h : chiralH B *ᵥ Sum.elim a b = (E : ℂ) • Sum.elim a b) : weight a = weight b := by
  have hE' : (E : ℂ) ≠ 0 := Complex.ofReal_ne_zero.mpr hE
  obtain ⟨h1, h2⟩ := (eigen_iff_coupled B E a b).1 h
  -- evaluate the matrix element of `B` between `a` and `b` in two ways
  have key : (E : ℂ) * ((weight a : ℝ) : ℂ) = (E : ℂ) * ((weight b : ℝ) : ℂ) := by
    calc (E : ℂ) * ((weight a : ℝ) : ℂ) = star a ⬝ᵥ (B *ᵥ b) := by
          rw [h1, dotProduct_smul, star_dot_self, smul_eq_mul]
      _ = star (Bᴴ *ᵥ a) ⬝ᵥ b := by
          rw [Matrix.star_mulVec, Matrix.conjTranspose_conjTranspose, Matrix.dotProduct_mulVec]
      _ = (E : ℂ) * ((weight b : ℝ) : ℂ) := by
          rw [h2, star_smul, smul_dotProduct, star_dot_self, smul_eq_mul,
            Complex.star_def, Complex.conj_ofReal]
  exact Complex.ofReal_injective (mul_left_cancel₀ hE' key)

/-- A nonzero real `E` is an eigenvalue of the chiral Hamiltonian iff `E²` is an eigenvalue
of `B B†`, and every eigenvector at `E` has equal weight on the two sublattices. -/
theorem chiral_spectrum (B : Matrix m n ℂ) {E : ℝ} (hE : E ≠ 0) :
    (IsEigenvalue (chiralH B) (E : ℂ) ↔ IsEigenvalue (B * Bᴴ) ((E : ℂ) ^ 2)) ∧
      ∀ (a : m → ℂ) (b : n → ℂ),
        chiralH B *ᵥ Sum.elim a b = (E : ℂ) • Sum.elim a b → weight a = weight b := by
  refine ⟨⟨?_, ?_⟩, fun a b h => weight_eq B hE h⟩
  · rintro ⟨ψ, hψ, h⟩
    obtain ⟨a, b, rfl⟩ : ∃ (a : m → ℂ) (b : n → ℂ), ψ = Sum.elim a b :=
      ⟨ψ ∘ Sum.inl, ψ ∘ Sum.inr, (Sum.elim_comp_inl_inr ψ).symm⟩
    obtain ⟨h1, h2⟩ := (eigen_iff_squared B hE a b).1 h
    refine ⟨a, fun ha => hψ ?_, h1⟩
    -- if `a` vanished, so would `b`
    rw [h2, ha, Matrix.mulVec_zero, smul_zero]
    funext x
    cases x <;> rfl
  · rintro ⟨a, ha, h⟩
    exact ⟨Sum.elim a ((E : ℂ)⁻¹ • (Bᴴ *ᵥ a)),
      fun h0 => ha (funext fun i => congrFun h0 (Sum.inl i)),
      (eigen_iff_squared B hE a _).2 ⟨h, rfl⟩⟩

/-- A normalised eigenstate at nonzero energy has probability one half on each sublattice. -/
theorem half_weight (B : Matrix m n ℂ) {E : ℝ} (hE : E ≠ 0) {a : m → ℂ} {b : n → ℂ}
    (h : chiralH B *ᵥ Sum.elim a b = (E : ℂ) • Sum.elim a b)
    (hnorm : weight a + weight b = 1) : weight a = 1 / 2 ∧ weight b = 1 / 2 := by
  have hw := weight_eq B hE h
  constructor <;> linarith

/-- The degeneracy of a nonzero energy `E` of the chiral Hamiltonian equals the degeneracy
of `E²` as an eigenvalue of `B B†`. -/
theorem degeneracy_eq [DecidableEq m] [DecidableEq n] (B : Matrix m n ℂ) {E : ℝ} (hE : E ≠ 0) :
    Module.finrank ℂ (Module.End.eigenspace (Matrix.toLin' (chiralH B)) (E : ℂ)) =
      Module.finrank ℂ (Module.End.eigenspace (Matrix.toLin' (B * Bᴴ)) ((E : ℂ) ^ 2)) := by
  have hH : ∀ ψ : m ⊕ n → ℂ,
      ψ ∈ Module.End.eigenspace (Matrix.toLin' (chiralH B)) (E : ℂ) ↔
        (B * Bᴴ) *ᵥ (ψ ∘ Sum.inl) = (E : ℂ) ^ 2 • (ψ ∘ Sum.inl) ∧
          ψ ∘ Sum.inr = (E : ℂ)⁻¹ • (Bᴴ *ᵥ (ψ ∘ Sum.inl)) := fun ψ => by
    rw [Module.End.mem_eigenspace_iff, Matrix.toLin'_apply, ← eigen_iff_squared B hE,
      Sum.elim_comp_inl_inr]
  have hK : ∀ a : m → ℂ,
      a ∈ Module.End.eigenspace (Matrix.toLin' (B * Bᴴ)) ((E : ℂ) ^ 2) ↔
        (B * Bᴴ) *ᵥ a = (E : ℂ) ^ 2 • a := fun a => by
    rw [Module.End.mem_eigenspace_iff, Matrix.toLin'_apply]
  -- restriction to the first sublattice is invertible on the eigenspace
  exact LinearEquiv.finrank_eq
    { toFun := fun ψ => ⟨ψ.1 ∘ Sum.inl, (hK _).2 ((hH ψ.1).1 ψ.2).1⟩
      map_add' := fun _ _ => rfl
      map_smul' := fun _ _ => rfl
      invFun := fun a => ⟨Sum.elim a.1 ((E : ℂ)⁻¹ • (Bᴴ *ᵥ a.1)),
        (hH _).2 ⟨(hK _).1 a.2, rfl⟩⟩
      left_inv := fun ψ => Subtype.ext (by
        funext x
        cases x with
        | inl i => rfl
        | inr j => exact (congrFun ((hH ψ.1).1 ψ.2).2 j).symm)
      right_inv := fun _ => rfl }

/-- For `B = (1, 0)` the chiral Hamiltonian has a zero-energy state with unequal sublattice
weights, although `0` is not an eigenvalue of `B B†`. -/
theorem zero_energy_exception :
    chiralH (!![1, 0] : Matrix (Fin 1) (Fin 2) ℂ) *ᵥ Sum.elim ![0] ![0, 1] = 0 ∧
      weight (![0] : Fin 1 → ℂ) ≠ weight (![0, 1] : Fin 2 → ℂ) ∧
      ¬ IsEigenvalue ((!![1, 0] : Matrix (Fin 1) (Fin 2) ℂ) *
        (!![1, 0] : Matrix (Fin 1) (Fin 2) ℂ)ᴴ) 0 := by
  refine ⟨?_, ?_, ?_⟩
  · rw [chiralH, Matrix.fromBlocks_mulVec]
    funext x
    rcases x with i | j
    · fin_cases i
      simp
    · fin_cases j <;> simp [Matrix.mulVec, dotProduct]
  · simp [weight, Fin.sum_univ_succ]
  · rintro ⟨a, ha, h⟩
    apply ha
    funext i
    fin_cases i
    have h0 := congrFun h 0
    simpa [Matrix.mulVec, dotProduct, Matrix.mul_apply, Fin.sum_univ_succ] using h0

end

end ChiralSquaredSpectrum
```

```lean
#print axioms ChiralSquaredSpectrum.chiral_spectrum
-- 'ChiralSquaredSpectrum.chiral_spectrum' depends on axioms: [propext, Classical.choice, Quot.sound]
#print axioms ChiralSquaredSpectrum.half_weight
-- 'ChiralSquaredSpectrum.half_weight' depends on axioms: [propext, Classical.choice, Quot.sound]
#print axioms ChiralSquaredSpectrum.degeneracy_eq
-- 'ChiralSquaredSpectrum.degeneracy_eq' depends on axioms: [propext, Classical.choice, Quot.sound]
#print axioms ChiralSquaredSpectrum.zero_energy_exception
-- 'ChiralSquaredSpectrum.zero_energy_exception' depends on axioms: [propext, Classical.choice, Quot.sound]
```

## Two sublattices and a rectangular hopping matrix

The sites fall into two finite sets, `m` and `n`. A state has amplitudes $a_i$ on the first set and $b_j$ on the second, and the Hamiltonian is

$$
H=\begin{pmatrix}0&B\\ B^\dagger&0\end{pmatrix},\qquad
H\begin{pmatrix}a\\ b\end{pmatrix}=\begin{pmatrix}Bb\\ B^\dagger a\end{pmatrix}.
$$

The entry $B_{ij}$ is the amplitude for hopping from site $j$ of the second sublattice to site $i$ of the first. The zero blocks say that there is no hopping within a sublattice and that all on-site energies are equal, with their common value taken as the zero of energy. This is chiral symmetry in its block form: changing the sign of $b$ turns $H$ into $-H$.

In Lean, `chiralH B` is this matrix, indexed by the disjoint union `m ⊕ n`, and `Bᴴ` is $B^\dagger$. The state $(a,b)$ is written `Sum.elim a b`. `IsEigenvalue M z` says that some nonzero vector $\psi$ satisfies $M\psi=z\psi$. `weight a` is $\sum_i|a_i|^2$, the squared Euclidean norm, so equal weights mean equal norms. It has its own definition because Mathlib's default norm on functions `ι → ℂ` is the largest modulus, not the Euclidean norm.

The main theorem, `chiral_spectrum`, takes any complex $B$ and any real $E\neq0$. Its first part says that $E$ is an eigenvalue of $H$ if and only if $E^2$ is an eigenvalue of $BB^\dagger$. Its second part says that every solution $(a,b)$ of the eigenvalue equation at $E$ has equal weights on the two sublattices. Taking $E$ real excludes no eigenvalue, because $H$ is Hermitian.

Two further theorems refine this. By `half_weight`, an eigenstate of $H$ at $E\neq0$ normalised to $\sum_i|a_i|^2+\sum_j|b_j|^2=1$ has weight $1/2$ on each sublattice. By `degeneracy_eq`, the eigenspace of $H$ at $E$ and that of $BB^\dagger$ at $E^2$ have the same dimension, which is zero for both when $E$ is not an eigenvalue.

For finite, non-interacting tight-binding models of this form, such as Hückel models of alternant hydrocarbons, the nonzero energies and the amplitudes $a$ on the first sublattice can therefore be found from $BB^\dagger$, a matrix on that sublattice alone. The amplitudes on the second sublattice then follow from $b=E^{-1}B^\dagger a$, which uses $B$ itself. Interactions, unequal on-site energies and hopping within a sublattice are not covered. Infinite lattices are not treated directly, but for a periodic lattice with finitely many orbitals per cell the theorems apply to the Bloch matrix at each wave vector, whenever that matrix has this block form.

## Eliminating one sublattice

The eigenvalue equation is the pair

$$
Bb=Ea,\qquad B^\dagger a=Eb .
$$

Apply $B$ to the second equation and use the first:

$$
BB^\dagger a=E\,Bb=E^2a .
$$

Since $E\neq0$, the second equation also gives $b=E^{-1}B^\dagger a$. The first sublattice thus fixes the second. If $a$ were zero, $b$ would vanish too, so a nonzero state $(a,b)$ has $a\neq0$, and $a$ is an eigenvector of $BB^\dagger$ at $E^2$.

Conversely, let $a\neq0$ satisfy $BB^\dagger a=E^2a$, and define $b=E^{-1}B^\dagger a$. Then

$$
Bb=E^{-1}BB^\dagger a=E^{-1}E^2a=Ea,\qquad Eb=B^\dagger a,
$$

so $(a,b)$ is an eigenvector of $H$ at $E$.

The two directions also give the degeneracy. On the eigenspace of $H$ at $E$, the linear map $(a,b)\mapsto a$ has the inverse $a\mapsto(a,E^{-1}B^\dagger a)$, so the two eigenspaces have equal dimension.

## Equal weights from one matrix element

Evaluate $a^\dagger Bb$ in two ways. The first coupled equation gives

$$
a^\dagger Bb=E\,a^\dagger a .
$$

Moving $B$ to the left and using the second equation gives

$$
a^\dagger Bb=(B^\dagger a)^\dagger b=(Eb)^\dagger b=E\,b^\dagger b,
$$

where the last step uses that $E$ is real. Cancelling $E\neq0$ leaves $a^\dagger a=b^\dagger b$. If their sum is one, each is $1/2$.

## A zero mode on an uncoupled site

Both parts of the main theorem can fail at $E=0$. Take $B=(1,0)$: one site on the first sublattice and two on the second, the last of which is coupled to nothing. The state with $a=0$ and $b=(0,1)$ has zero energy and weights $0$ and $1$. Yet $BB^\dagger$ is the $1\times1$ matrix $(1)$, which does not have the eigenvalue $0$. This is the content of `zero_energy_exception`.

## How the Lean proof follows the algebra

`eigen_iff_coupled` turns the block equation into the two coupled equations. `eigen_iff_squared` then carries out the elimination. In its forward direction, `rw` replaces $B^\dagger a$ by $Eb$ and $Bb$ by $Ea$, leaving the factor $E^2$. In the reverse direction, `rfl` in the pattern substitutes the formula for $b$, and the auxiliary equation `hc` supplies $E^{-1}E^2=E$.

`weight_eq` contains the matrix-element argument as a three-step `calc`. The product `⬝ᵥ` does not conjugate its left factor, so the inner product is written `star a ⬝ᵥ b`, and `star_dot_self` identifies $a^\dagger a$ with the weight. The reality of $E$ enters through `Complex.conj_ofReal`, and `mul_left_cancel₀` removes the common factor.

`chiral_spectrum` combines these lemmas and adds the check that the vectors are nonzero. `half_weight` needs only `linarith` after `weight_eq`. `degeneracy_eq` writes out the linear map and its inverse, and `LinearEquiv.finrank_eq` converts them into equality of dimensions. The zero-energy example is computed entry by entry.

## `Sum.elim` as a two-component state

The proof turns on the way Lean treats a function on `m ⊕ n`. Every index is either `Sum.inl i`, a site of the first sublattice, or `Sum.inr j`, a site of the second. The function `Sum.elim a b` returns `a i` in the first case and `b j` in the second, and composing a state `ψ` with `Sum.inl` or `Sum.inr` recovers its components.

Mathlib's `Matrix.fromBlocks_mulVec` expresses a block matrix acting on a vector as a `Sum.elim` of two block rows. Once the zero blocks are simplified away, these are $Bb$ and $B^\dagger a$. Evaluating the vector equation at `Sum.inl i` with `congrFun` then gives the $i$-th component of $Bb=Ea$ directly, because `Sum.elim` computes on that index.

The same behaviour shows up in the degeneracy proof. Starting from $a$, building $(a,E^{-1}B^\dagger a)$ and restricting to the first sublattice returns $a$ by computation, so `right_inv` is `rfl`. Starting from a full state, the proof of `left_inv` must distinguish the two kinds of site. On the first sublattice it is again `rfl`; on the second it needs the eigenvalue equation, in the form $b=E^{-1}B^\dagger a$.
